# A walker population with constant mean and extinction probability tending to one

## Walkers, steps and averages

A population consists of $N$ walkers, where $N = 0, 1, 2, \dots$. In one time step each walker, independently of the others,

- dies with probability $p$,
- persists with probability $1-2p$,
- doubles with probability $p$.

The number $p$ is fixed and satisfies $0 < p \le 1/2$. An observable is a real function $g(k)$ of the population $k$. Write $A_N[g]$ for its average one step after there were $N$ walkers. Singling out one walker and averaging over its three fates gives

$$A_0[g] = g(0),\qquad A_{N+1}[g] = p\,A_N[g(k)] + (1-2p)\,A_N[g(k+1)] + p\,A_N[g(k+2)].$$

Write $E_n[g](N)$ for the average after $n$ steps from $N$ walkers. It is obtained by averaging over the population $M$ just before the last step:

$$E_0[g](N) = g(N),\qquad E_{n+1}[g](N) = E_n\big[M \mapsto A_M[g]\big](N).$$

The mean population is the average of $k$, the variance that of $(k-\text{mean})^2$, and the extinction probability that of the function equal to 1 at $k=0$ and 0 elsewhere. The convention $0^0=1$ is used throughout.

## Balanced death and doubling as a constant shift

In full configuration interaction quantum Monte Carlo (FCIQMC), the energy shift controls the growth of the walker population. Doubling stands here for the spawning of a new walker, which in FCIQMC is placed on another determinant. Equal probabilities for death and doubling stand for a shift held exactly at the value where the mean growth vanishes, and $p$ sets how many such events occur per time step.

For a single species of independent walkers, without signs or annihilation, the result shows that such a constant shift preserves the mean population but does not stabilize the population itself.

## What is proved

For $0<p\le 1/2$ and every initial number $N$:

1. the mean after $n$ steps is $N$;
2. the variance after $n$ steps is $2pnN$;
3. the extinction probability tends to 1 as $n\to\infty$.

For one initial walker, the mean divided by the survival probability is at least $1+pn$. Since extinct runs contribute zero to the mean, this quotient is the mean over the surviving runs.

In the Lean file, `stepAverage p N g` is $A_N[g]$ and `average p n g N` is $E_n[g](N)$. The parameter `p` is a real number, `n` and `N` are natural numbers, and an observable has type `ℕ → ℝ`. The definitions `mean`, `variance` and `extinctionProb` are the three averages above. The hypotheses `hp` and `hp2` say $0<p$ and $p\le 1/2$; the second makes the persistence probability nonnegative. The value $p=0$ has to be excluded, because then nothing ever happens and a nonempty population never dies out.

Items 1 to 3 are the three parts of `constant_mean_but_certain_extinction`. In the third, `Tendsto ... atTop (𝓝 1)` is the limit $n\to\infty$ at fixed $N$. It concerns the probabilities at each finite time, not individual infinite trajectories. The bound for surviving runs is `surviving_mean_grows`.

Probabilities enter as the weights in a recursion, so no probability space is constructed. The model has no separate determinants, and its $p$ does not respond to the population, as an adjusted shift would.

## The generating function

Let

$$f(s) = p + (1-2p)s + ps^2,$$

the average of $s^k$ over the number $k$ of walkers that one walker leaves after a step. For any constant $c$,

$$A_N[c\,s^k] = c\,f(s)^N.$$

This holds for $N=0$. If it holds for $N$, then an extra walker contributes a factor $1$, $s$ or $s^2$ according to its fate, so

$$A_{N+1}[c\,s^k] = \big(p+(1-2p)s+ps^2\big)\,c\,f(s)^N = c\,f(s)^{N+1}.$$

Let $f^{n}$ denote the $n$-fold iterate of $f$, with $f^0(s)=s$. Then $E_n[s^k](N) = (f^n(s))^N$. The case $n=0$ is immediate, and

$$E_{n+1}[s^k](N) = E_n[f(s)^M](N) = \big(f^n(f(s))\big)^N = \big(f^{n+1}(s)\big)^N.$$

## Mean and variance

One step gives $A_N[1]=1$, $A_N[k]=N$ and $A_N[k^2]=N^2+2pN$. All three hold for $N=0$. For one more walker, the weights sum to 1, the mean becomes

$$pN+(1-2p)(N+1)+p(N+2)=N+1,$$

and, with $Q=N^2+2pN$, the mean square becomes

$$pQ+(1-2p)(Q+2N+1)+p(Q+4N+4) = Q+2N+1+2p = (N+1)^2+2p(N+1).$$

Hence, for constants $a,b,c$, one step turns the observable $a+bk+ck^2$ into $a+(b+2pc)M+cM^2$. Only the linear coefficient changes, by $2pc$ each time. After $n$ steps,

$$E_n[a+bk+ck^2](N) = a+bN+c\,(N^2+2pnN).$$

Taking $a=c=0$ and $b=1$ gives the mean $N$. Expanding $(k-N)^2=N^2-2Nk+k^2$ gives the variance

$$N^2-2N^2+N^2+2pnN=2pnN.$$

## Extinction and the surviving runs

At $s=0$ the observable $s^k$ is 1 for $k=0$ and 0 otherwise, so the extinction probability is $(f^n(0))^N$. Let $q_n=1-f^n(0)$ be the survival probability from one walker. Substituting $f^n(0)=1-q_n$ into $f$ gives

$$q_{n+1}=1-f(1-q_n)=q_n-pq_n^2=q_n(1-pq_n),\qquad q_0=1.$$

Induction now shows that $q_n>0$ and $q_n(1+pn)\le 1$. Both hold at $n=0$. If they hold at $n$, then $q_n\le 1$, hence $pq_n\le 1/2$ and $q_{n+1}>0$. Moreover,

$$q_{n+1}\big(1+p(n+1)\big) = (1-pq_n)\big(q_n(1+pn)+pq_n\big) \le (1-pq_n)(1+pq_n) = 1-p^2q_n^2 \le 1.$$

Therefore $0<q_n\le 1/(1+pn)$, so $q_n\to 0$ and the extinction probability $(1-q_n)^N$ tends to 1. From one walker the mean is 1, and dividing by $q_n$ gives $1/q_n\ge 1+pn$. The surviving runs have a growing mean, which compensates for the runs that have died out.

## Two steps with $p=1/2$

Start from one walker with $p=1/2$, so that no walker merely persists. After one step the population is 0 or 2, each with probability $1/2$. Two walkers then leave 0, 2 or 4 walkers with probabilities $1/4$, $1/2$ and $1/4$. After two steps the distribution is therefore

| Population | 0 | 2 | 4 |
|---|---|---|---|
| Probability | $5/8$ | $1/4$ | $1/8$ |

The mean is $2/4+4/8=1$. The mean square is $4/4+16/8=3$, so the variance is $2=2pn$. The generating function $f(s)=(1+s^2)/2$ gives $f(0)=1/2$ and $f(1/2)=5/8$, in agreement with the table. The survival probability $3/8$ lies below the bound $1/(1+pn)=1/2$, and the mean over surviving runs is $8/3$, above $1+pn=2$.

## The Lean file

```lean
import Mathlib

open Filter Topology

namespace WalkerPopulationFluctuations

noncomputable section

/-- Average of an observable `g` of the population one step after there were `N` walkers.
One walker dies (probability `p`), persists (`1 - 2p`) or doubles (`p`), independently of
the others. -/
def stepAverage (p : ℝ) : ℕ → (ℕ → ℝ) → ℝ
  | 0, g => g 0
  | N + 1, g => p * stepAverage p N g
      + (1 - 2 * p) * stepAverage p N (fun k => g (k + 1))
      + p * stepAverage p N (fun k => g (k + 2))

/-- Average of an observable `g` of the population after `n` steps, starting from `N` walkers. -/
def average (p : ℝ) : ℕ → (ℕ → ℝ) → ℕ → ℝ
  | 0, g, N => g N
  | n + 1, g, N => average p n (fun M => stepAverage p M g) N

/-- Mean population after `n` steps, starting from `N` walkers. -/
def mean (p : ℝ) (n N : ℕ) : ℝ := average p n (fun k => (k : ℝ)) N

/-- Variance of the population after `n` steps, starting from `N` walkers. -/
def variance (p : ℝ) (n N : ℕ) : ℝ :=
  average p n (fun k => ((k : ℝ) - mean p n N) ^ 2) N

/-- Probability that no walker is left after `n` steps, starting from `N` walkers. -/
def extinctionProb (p : ℝ) (n N : ℕ) : ℝ :=
  average p n (fun k => if k = 0 then 1 else 0) N

/-- Generating function of the number of walkers that one walker leaves after one step. -/
def offspringGF (p s : ℝ) : ℝ := p + (1 - 2 * p) * s + p * s ^ 2

/-- One step from `N` independent walkers: the average of `c s^k` over the new population `k`
is `c` times the `N`-th power of the one-walker generating function. -/
theorem stepAverage_geometric (p c s : ℝ) (N : ℕ) :
    stepAverage p N (fun k => c * s ^ k) = c * offspringGF p s ^ N := by
  induction N generalizing c with
  | zero => simp [stepAverage]
  | succ N ih =>
    -- one or two more walkers after the step multiply the observable by `s` or `s ^ 2`
    have h1 : (fun k : ℕ => c * s ^ (k + 1)) = fun k => (c * s) * s ^ k := by
      funext k; ring
    have h2 : (fun k : ℕ => c * s ^ (k + 2)) = fun k => (c * s ^ 2) * s ^ k := by
      funext k; ring
    have hf : offspringGF p s = p + (1 - 2 * p) * s + p * s ^ 2 := rfl
    simp only [stepAverage]
    rw [h1, h2, ih c, ih (c * s), ih (c * s ^ 2)]
    linear_combination (-(c * offspringGF p s ^ N)) * hf

/-- The generating function of the population after `n` steps from `N` walkers is the `N`-th
power of the `n`-fold iterate of the one-walker generating function. -/
theorem average_pow (p s : ℝ) (n N : ℕ) :
    average p n (fun k => s ^ k) N = ((offspringGF p)^[n] s) ^ N := by
  induction n generalizing s with
  | zero => simp [average]
  | succ n ih =>
    have h : (fun M => stepAverage p M (fun k => s ^ k)) = fun M => offspringGF p s ^ M := by
      funext M
      simpa only [one_mul] using stepAverage_geometric p 1 s M
    simp only [average]
    rw [h, ih, Function.iterate_succ_apply]

/-- One step keeps the mean population and adds `2pN` to the mean square, as seen on an
arbitrary quadratic observable. -/
theorem stepAverage_quadratic (p a b c : ℝ) (N : ℕ) :
    stepAverage p N (fun k => a + b * (k : ℝ) + c * (k : ℝ) ^ 2)
      = a + b * N + c * ((N : ℝ) ^ 2 + 2 * p * N) := by
  induction N generalizing a b c with
  | zero => simp [stepAverage]
  | succ N ih =>
    have h1 : (fun k : ℕ => a + b * ((k + 1 : ℕ) : ℝ) + c * ((k + 1 : ℕ) : ℝ) ^ 2)
        = fun k : ℕ => (a + b + c) + (b + 2 * c) * (k : ℝ) + c * (k : ℝ) ^ 2 := by
      funext k; push_cast; ring
    have h2 : (fun k : ℕ => a + b * ((k + 2 : ℕ) : ℝ) + c * ((k + 2 : ℕ) : ℝ) ^ 2)
        = fun k : ℕ => (a + 2 * b + 4 * c) + (b + 4 * c) * (k : ℝ) + c * (k : ℝ) ^ 2 := by
      funext k; push_cast; ring
    simp only [stepAverage]
    rw [h1, h2, ih a b c, ih (a + b + c) (b + 2 * c) c,
      ih (a + 2 * b + 4 * c) (b + 4 * c) c]
    push_cast
    ring

/-- After `n` steps from `N` walkers the mean population is still `N`, and the mean square has
grown by `2pnN`, as seen on an arbitrary quadratic observable. -/
theorem average_quadratic (p a b c : ℝ) (n N : ℕ) :
    average p n (fun k => a + b * (k : ℝ) + c * (k : ℝ) ^ 2) N
      = a + b * N + c * ((N : ℝ) ^ 2 + 2 * p * n * N) := by
  induction n generalizing a b c with
  | zero => simp [average]
  | succ n ih =>
    have h : (fun M => stepAverage p M (fun k => a + b * (k : ℝ) + c * (k : ℝ) ^ 2))
        = fun M : ℕ => a + (b + 2 * p * c) * (M : ℝ) + c * (M : ℝ) ^ 2 := by
      funext M
      rw [stepAverage_quadratic]
      ring
    simp only [average]
    rw [h, ih]
    push_cast
    ring

/-- The extinction probability after `n` steps from `N` walkers is the `N`-th power of the
`n`-fold iterate of the one-walker generating function at zero. -/
theorem extinctionProb_eq (p : ℝ) (n N : ℕ) :
    extinctionProb p n N = ((offspringGF p)^[n] 0) ^ N := by
  have h : (fun k : ℕ => if k = 0 then (1 : ℝ) else 0) = fun k => (0 : ℝ) ^ k := by
    funext k
    cases k <;> simp
  unfold extinctionProb
  rw [h, average_pow]

/-- For `0 < p ≤ 1/2`, the probability that the progeny of one walker survives `n` steps is
positive and at most `1 / (1 + pn)`. -/
theorem survival_bound {p : ℝ} (hp : 0 < p) (hp2 : p ≤ 1 / 2) (n : ℕ) :
    0 < 1 - extinctionProb p n 1 ∧ 1 - extinctionProb p n 1 ≤ 1 / (1 + p * n) := by
  have key : 0 < 1 - (offspringGF p)^[n] 0 ∧
      (1 - (offspringGF p)^[n] 0) * (1 + p * n) ≤ 1 := by
    induction n with
    | zero => simp
    | succ n ih =>
      rw [Function.iterate_succ_apply']
      obtain ⟨h0, h1⟩ := ih
      -- the survival probability obeys `q' = q (1 - p q)`
      have hq : 1 - offspringGF p ((offspringGF p)^[n] 0)
          = (1 - (offspringGF p)^[n] 0) * (1 - p * (1 - (offspringGF p)^[n] 0)) := by
        simp only [offspringGF]
        ring
      rw [hq]
      generalize 1 - (offspringGF p)^[n] 0 = q at h0 h1 ⊢
      have hn : 0 ≤ q * (p * n) := by positivity
      have hq1 : q ≤ 1 := by linarith [mul_add q 1 (p * n)]
      have hpq : 0 < 1 - p * q := by nlinarith
      refine ⟨mul_pos h0 hpq, ?_⟩
      have h2 := mul_le_mul_of_nonneg_left h1 hpq.le
      push_cast
      nlinarith [sq_nonneg (p * q)]
  rw [extinctionProb_eq, pow_one]
  have ha : 0 < 1 + p * (n : ℝ) := by positivity
  exact ⟨key.1, (le_div_iff₀ ha).2 key.2⟩

/-- Let each walker independently die or double with the same probability `p`, `0 < p ≤ 1/2`,
and otherwise persist. From `N` walkers the population after `n` steps has mean `N` and variance
`2pnN`, yet the extinction probability tends to one. -/
theorem constant_mean_but_certain_extinction {p : ℝ} (hp : 0 < p) (hp2 : p ≤ 1 / 2) (N : ℕ) :
    (∀ n, mean p n N = N) ∧ (∀ n, variance p n N = 2 * p * n * N) ∧
      Tendsto (fun n => extinctionProb p n N) atTop (𝓝 1) := by
  have hmean : ∀ n, mean p n N = N := by
    intro n
    simpa [mean] using average_quadratic p 0 1 0 n N
  refine ⟨hmean, ?_, ?_⟩
  · intro n
    have h : (fun k : ℕ => ((k : ℝ) - (N : ℝ)) ^ 2)
        = fun k : ℕ => (N : ℝ) ^ 2 + (-2 * (N : ℝ)) * (k : ℝ) + 1 * (k : ℝ) ^ 2 := by
      funext k; ring
    unfold variance
    rw [hmean n, h, average_quadratic]
    ring
  · -- one walker: the survival probability is squeezed to zero
    have hden : Tendsto (fun n : ℕ => 1 + p * (n : ℝ)) atTop atTop :=
      tendsto_atTop_add_const_left _ _ (tendsto_natCast_atTop_atTop.const_mul_atTop hp)
    have hzero : Tendsto (fun n : ℕ => 1 / (1 + p * (n : ℝ))) atTop (𝓝 0) :=
      tendsto_const_nhds.div_atTop hden
    have hsurv : Tendsto (fun n => 1 - extinctionProb p n 1) atTop (𝓝 0) :=
      squeeze_zero (fun n => (survival_bound hp hp2 n).1.le)
        (fun n => (survival_bound hp hp2 n).2) hzero
    -- `N` walkers: all independent families must die out
    have hN : (fun n => extinctionProb p n N)
        = fun n => (1 - (1 - extinctionProb p n 1)) ^ N := by
      funext n
      rw [extinctionProb_eq, extinctionProb_eq, pow_one, sub_sub_cancel]
    rw [hN]
    simpa using (hsurv.const_sub 1).pow N

/-- For `0 < p ≤ 1/2` and one initial walker, the mean population divided by the survival
probability, which is the mean over surviving runs, is at least `1 + pn` after `n` steps. -/
theorem surviving_mean_grows {p : ℝ} (hp : 0 < p) (hp2 : p ≤ 1 / 2) (n : ℕ) :
    1 + p * n ≤ mean p n 1 / (1 - extinctionProb p n 1) := by
  obtain ⟨h0, h1⟩ := survival_bound hp hp2 n
  have ha : 0 < 1 + p * (n : ℝ) := by positivity
  rw [(constant_mean_but_certain_extinction hp hp2 1).1 n, Nat.cast_one, le_div_iff₀ h0,
    mul_comm]
  exact (le_div_iff₀ ha).1 h1

end

end WalkerPopulationFluctuations
```

```lean
#print axioms WalkerPopulationFluctuations.constant_mean_but_certain_extinction
-- 'WalkerPopulationFluctuations.constant_mean_but_certain_extinction' depends on axioms: [propext, Classical.choice, Quot.sound]
#print axioms WalkerPopulationFluctuations.surviving_mean_grows
-- 'WalkerPopulationFluctuations.surviving_mean_grows' depends on axioms: [propext, Classical.choice, Quot.sound]
```

## How the lemmas carry the derivation

**Generating function.** `stepAverage_geometric` is the induction on $N$ for $A_N[c\,s^k]$. The constant `c` is generalized because an extra walker changes it to `c * s` or `c * s ^ 2`. After the three uses of the induction hypothesis, `linear_combination` collects their weights into $f(s)$, called `offspringGF p s`. The lemma `average_pow` iterates this over the steps; there `s` is generalized, since the induction hypothesis is applied at $f(s)$.

**Moments.** `stepAverage_quadratic` treats a whole quadratic observable at once. Shifting the population by one or two gives another quadratic, whose coefficients are written out in `h1` and `h2`, and `ring` completes the algebra. `average_quadratic` then adds $2pc$ to the linear coefficient at every step, as in the calculation above.

**Extinction.** `extinctionProb_eq` rewrites the indicator of an empty population as $0^k$ and applies `average_pow` at $s=0$. In `survival_bound`, the statement `key` contains the two inequalities proved by induction. The recursion for the survival probability is `hq`, after which `generalize` gives that probability the name `q`. The inequality `h2` is the induction hypothesis multiplied by the positive factor $1-pq$, and `nlinarith` finishes with the fact that $(pq)^2\ge 0$. The last lines turn the product bound into the quotient bound.

**The main theorem.** `constant_mean_but_certain_extinction` reads off the mean from `average_quadratic` with coefficients 0, 1, 0, and the variance from the expansion of $(k-N)^2$. For the limit, `squeeze_zero` places the one-walker survival probability between 0 and $1/(1+pn)$. The equality `hN` expresses extinction from $N$ walkers as the $N$-th power of extinction from one, and the limit passes through this fixed power.

**Surviving runs.** `surviving_mean_grows` inserts the mean 1 and uses the positivity of the survival probability to clear the denominator. What remains is the product inequality $q_n(1+pn)\le 1$, recovered from `survival_bound`.
